# For two collinear charge pairs, the dipole error in the squared interaction approaches 4a²b²(a² + b²)/R⁸

## Charges, lengths and units

Two neutral pairs of charges ±1 lie on one line, with their centres a distance R apart. The first has its positive charge at a/2 and its negative charge at −a/2. The second has them at R + b/2 and R − b/2. The lengths a and b are real numbers with a sign, and changing the sign reverses the pair. The Coulomb constant is 1. All quantities are real numbers in Lean, and the namespace keeps the names together.

```lean
import Mathlib

open Filter Topology

namespace CollinearPairDispersion

noncomputable section
```

The interaction V is the sum of four Coulomb terms, positive for like charges and negative for unlike ones:

V = 1/|R + b/2 − a/2| + 1/|R − b/2 + a/2| − 1/|R − b/2 − a/2| − 1/|R + b/2 + a/2|

```lean
/-- Coulomb interaction of two collinear neutral pairs of unit charges with signed lengths `a`, `b`
and centres `R` apart, for positions at which no two charges of different pairs coincide. -/
def interaction (a b R : ℝ) : ℝ :=
  (1 / |R + b / 2 - a / 2| + 1 / |R - b / 2 + a / 2|) -
    (1 / |R - b / 2 - a / 2| + 1 / |R + b / 2 + a / 2|)
```

The dipole approximation keeps only the product of the dipole moments a and b:

V_dip = −2ab/R³

```lean
/-- The dipole approximation to the interaction of the two pairs, for `R ≠ 0`. -/
def dipoleInteraction (a b R : ℝ) : ℝ := -2 * a * b / R ^ 3
```

Errors are taken throughout as the exact value minus the dipole value, so the error of V_dip² is V² − V_dip². To describe it, let u = 1/R² and

q(u) = 1 − (a² + b²)u/2 + (a² − b²)²u²/16.

The function `scaledError` is

F(u) = 4a²b² [(a² + b²)/2 − (a² − b²)²u/16] (1 + q(u)) / q(u)².

It will turn out to be the error of V_dip² multiplied by R⁸.

```lean
/-- A rational function of `u`, standing for the inverse square distance, that expresses the scaled
error of the squared dipole interaction; its domain is where the denominator is non-zero. -/
def scaledError (a b : ℝ) : ℝ → ℝ := fun u =>
  4 * a ^ 2 * b ^ 2 * ((a ^ 2 + b ^ 2) / 2 - (a ^ 2 - b ^ 2) ^ 2 / 16 * u) *
    (1 + (1 - (a ^ 2 + b ^ 2) / 2 * u + (a ^ 2 - b ^ 2) ^ 2 / 16 * u ^ 2)) /
    (1 - (a ^ 2 + b ^ 2) / 2 * u + (a ^ 2 - b ^ 2) ^ 2 / 16 * u ^ 2) ^ 2
```

For the energy, the model has one excited configuration, in which both pairs are excited. It lies a gap Δ above the reference and is coupled to it by V, so the fixed charges play the part of transition charges. With a real amplitude t, the Hylleraas functional is

J(t) = Δt² + 2Vt.

```lean
/-- Hylleraas functional of one pair excitation with gap `Δ`, coupling `V` and amplitude `t`. -/
def hylleraas (Δ V t : ℝ) : ℝ := Δ * t ^ 2 + 2 * V * t
```

The second-order pair energy is the infimum of J over all t.

```lean
/-- The second-order pair energy: the infimum of the Hylleraas functional over all amplitudes,
for a gap `Δ > 0`. -/
def pairEnergy (Δ V : ℝ) : ℝ := ⨅ t, hylleraas Δ V t
```

## From four Coulomb terms to one fraction

The pairs do not overlap when R > (|a| + |b|)/2. Since ±a ≤ |a| and ±b ≤ |b|, every separation is then at least R − (|a| + |b|)/2 > 0. The proof supplies these bounds to `linarith`.

```lean
/-- When the pairs do not overlap, all four separations between their charges are positive. -/
theorem separations_pos {a b R : ℝ} (hR : (|a| + |b|) / 2 < R) :
    0 < R + b / 2 - a / 2 ∧ 0 < R - b / 2 + a / 2 ∧
      0 < R - b / 2 - a / 2 ∧ 0 < R + b / 2 + a / 2 := by
  have h1 := le_abs_self a
  have h2 := neg_abs_le a
  have h3 := le_abs_self b
  have h4 := neg_abs_le b
  refine ⟨?_, ?_, ?_, ?_⟩ <;> linarith
```

The absolute values can now be removed. Adding the like and the unlike terms separately gives

V = 2R/(R² − (a − b)²/4) − 2R/(R² − (a + b)²/4).

Let D = (R² − (a − b)²/4)(R² − (a + b)²/4). Over this common denominator the numerator is

2R[(a − b)²/4 − (a + b)²/4] = −2abR,

and therefore

V = −2abR/D.

D is the product of the four separations, so it is positive. `interaction_eq` states both facts. Its proof combines the fractions in the same order and leaves the polynomial identities to `ring`.

```lean
/-- For pairs that do not overlap, the four Coulomb terms combine into a single fraction with
positive denominator. -/
theorem interaction_eq {a b R : ℝ} (hR : (|a| + |b|) / 2 < R) :
    0 < (R ^ 2 - (a - b) ^ 2 / 4) * (R ^ 2 - (a + b) ^ 2 / 4) ∧
    interaction a b R =
      -2 * a * b * R / ((R ^ 2 - (a - b) ^ 2 / 4) * (R ^ 2 - (a + b) ^ 2 / 4)) := by
  obtain ⟨h1, h2, h3, h4⟩ := separations_pos hR
  constructor
  · have h := mul_pos (mul_pos h1 h2) (mul_pos h3 h4)
    linarith
  · unfold interaction
    rw [abs_of_pos h1, abs_of_pos h2, abs_of_pos h3, abs_of_pos h4,
      div_add_div _ _ h1.ne' h2.ne', div_add_div _ _ h3.ne' h4.ne',
      div_sub_div _ _ (mul_pos h1 h2).ne' (mul_pos h3 h4).ne']
    congr 1 <;> ring
```

## The exact error at finite distance

Expanding the denominator gives

D = R⁴ − (a² + b²)R²/2 + (a² − b²)²/16 = R⁴ q(1/R²).

Hence

R⁸(V² − 4a²b²/R⁶) = 4a²b²R²(R⁸ − D²)/D²
= 4a²b² · [(R⁴ − D)/R²] · [1 + D/R⁴] / (D/R⁴)².

The first bracket equals (a² + b²)/2 − (a² − b²)²/(16R²), so the right-hand side is F(1/R²). In the proof, `h1` and `h2` are the identities for (R⁴ − D)/R² and D/R⁴. After that, D is treated as a single non-zero number and the remaining algebra is routine.

At large R, this form is also the better one in code. The four Coulomb terms nearly cancel there, and so do V² and V_dip². Evaluating F directly avoids both subtractions.

```lean
/-- For pairs that do not overlap, the error (exact minus dipole value) of the squared dipole
interaction, multiplied by `R ^ 8`, is exactly `scaledError` at the inverse square distance. -/
theorem scaled_error_eq {a b R : ℝ} (hR : (|a| + |b|) / 2 < R) :
    R ^ 8 * (interaction a b R ^ 2 - 4 * a ^ 2 * b ^ 2 / R ^ 6) =
      scaledError a b (1 / R ^ 2) := by
  have hR0 : R ≠ 0 := by
    have h1 := abs_nonneg a
    have h2 := abs_nonneg b
    exact ne_of_gt (by linarith)
  obtain ⟨hpos, hV⟩ := interaction_eq hR
  have hD := hpos.ne'
  -- both factors of the numerator are expressed through the exact denominator
  have h1 : (a ^ 2 + b ^ 2) / 2 - (a ^ 2 - b ^ 2) ^ 2 / 16 * (1 / R ^ 2) =
      (R ^ 4 - (R ^ 2 - (a - b) ^ 2 / 4) * (R ^ 2 - (a + b) ^ 2 / 4)) / R ^ 2 := by
    field_simp
    ring
  have h2 : 1 - (a ^ 2 + b ^ 2) / 2 * (1 / R ^ 2) +
      (a ^ 2 - b ^ 2) ^ 2 / 16 * (1 / R ^ 2) ^ 2 =
      ((R ^ 2 - (a - b) ^ 2 / 4) * (R ^ 2 - (a + b) ^ 2 / 4)) / R ^ 4 := by
    field_simp
    ring
  simp only [scaledError]
  rw [h1, h2, hV]
  generalize (R ^ 2 - (a - b) ^ 2 / 4) * (R ^ 2 - (a + b) ^ 2 / 4) = D at hD ⊢
  field_simp
  ring
```

## The limit at large distance

Since q(0) = 1, F is continuous at u = 0, and

F(0) = 4a²b² · (a² + b²)/2 · 2 = 4a²b²(a² + b²).

As R → ∞, 1/R² → 0, so

R⁸(V² − 4a²b²/R⁶) → 4a²b²(a² + b²).

In Lean, `Tendsto … atTop (𝓝 …)` expresses this limit. The proof computes F(0) in `h0`, obtains continuity in `hc` and the limit of 1/R² in `hu`, and composes them. The exact identity is needed only for large R, where the pairs do not overlap.

```lean
/-- As the distance grows, the error (exact minus dipole value) of the squared dipole interaction,
multiplied by `R ^ 8`, tends to `4 a² b² (a² + b²)`. -/
theorem tendsto_dipole_error (a b : ℝ) :
    Tendsto (fun R : ℝ => R ^ 8 * (interaction a b R ^ 2 - 4 * a ^ 2 * b ^ 2 / R ^ 6))
      atTop (𝓝 (4 * a ^ 2 * b ^ 2 * (a ^ 2 + b ^ 2))) := by
  have h0 : scaledError a b 0 = 4 * a ^ 2 * b ^ 2 * (a ^ 2 + b ^ 2) := by
    simp only [scaledError]
    ring
  have hc : ContinuousAt (scaledError a b) 0 := by
    unfold scaledError
    fun_prop (disch := norm_num)
  have hu : Tendsto (fun R : ℝ => 1 / R ^ 2) atTop (𝓝 0) := by
    simp only [one_div]
    exact (tendsto_pow_atTop two_ne_zero).inv_tendsto_atTop
  rw [← h0]
  refine (hc.tendsto.comp hu).congr' ?_
  filter_upwards [eventually_gt_atTop ((|a| + |b|) / 2)] with R hR
  exact (scaled_error_eq hR).symm
```

## The sign of the error before the limit

For non-zero a and b, V_dip² is smaller than V² at every distance without overlap. From R > (|a| + |b|)/2 it follows that R² > (a² + b²)/4, and so

R⁴ − D = (a² + b²)R²/2 − (a² − b²)²/16
> (a² + b²)²/8 − (a² − b²)²/16 > 0.

Thus 0 < D < R⁴, and

V² = 4a²b²R²/D² > 4a²b²R²/R⁸ = 4a²b²/R⁶.

The proof names the bound on R² `hsq` and the bound D < R⁴ `hlt`, then clears denominators and squares the latter bound.

For a = b = 1 and R = 10, D = 9900, so V² exceeds its dipole value by about 2 per cent.

```lean
/-- For pairs of non-zero length that do not overlap, the dipole approximation strictly
underestimates the squared interaction. -/
theorem dipole_underestimates {a b R : ℝ} (ha : a ≠ 0) (hb : b ≠ 0)
    (hR : (|a| + |b|) / 2 < R) :
    4 * a ^ 2 * b ^ 2 / R ^ 6 < interaction a b R ^ 2 := by
  have hR0 : 0 < R := lt_of_le_of_lt (by positivity) hR
  obtain ⟨hD, hV⟩ := interaction_eq hR
  have hsq : (a ^ 2 + b ^ 2) / 4 < R ^ 2 := by
    have h := pow_lt_pow_left₀ hR (by positivity) two_ne_zero
    nlinarith [sq_abs a, sq_abs b, mul_nonneg (abs_nonneg a) (abs_nonneg b)]
  -- the exact denominator is smaller than its leading term
  have hlt : (R ^ 2 - (a - b) ^ 2 / 4) * (R ^ 2 - (a + b) ^ 2 / 4) < R ^ 4 := by
    have hs : 0 < a ^ 2 + b ^ 2 := by positivity
    nlinarith [mul_pos hs (sub_pos.mpr hsq), sq_nonneg (a * b), sq_nonneg (a ^ 2 + b ^ 2)]
  rw [hV, div_pow]
  generalize (R ^ 2 - (a - b) ^ 2 / 4) * (R ^ 2 - (a + b) ^ 2 / 4) = D at hD hlt ⊢
  rw [div_lt_div_iff₀ (by positivity) (by positivity)]
  have h2 := pow_lt_pow_left₀ hlt hD.le two_ne_zero
  have hab : 0 < 4 * a ^ 2 * b ^ 2 := by positivity
  have h3 := mul_lt_mul_of_pos_left h2 hab
  linarith
```

## The pair energy

For Δ > 0, completing the square gives

Δt² + 2Vt = Δ(t + V/Δ)² − V²/Δ.

The minimum is −V²/Δ, reached at t = −V/Δ. `IsLeast` records the two halves of this argument: the value is attained, and no amplitude gives less. The positive gap means that the excited configuration lies above the reference; with a negative gap the functional would have no lower bound.

```lean
/-- For a positive gap, the second-order pair energy is minus the squared coupling divided by
the gap. -/
theorem pairEnergy_eq {Δ : ℝ} (hΔ : 0 < Δ) (V : ℝ) : pairEnergy Δ V = -V ^ 2 / Δ := by
  have h : IsLeast (Set.range (hylleraas Δ V)) (-V ^ 2 / Δ) := by
    constructor
    · -- the optimal amplitude is `-V / Δ`
      refine ⟨-V / Δ, ?_⟩
      unfold hylleraas
      linear_combination (V ^ 2 * Δ⁻¹) * mul_inv_cancel₀ hΔ.ne'
    · rintro _ ⟨t, rfl⟩
      unfold hylleraas
      rw [div_le_iff₀ hΔ]
      nlinarith [sq_nonneg (Δ * t + V)]
  exact h.csInf_eq
```

Write E(V) = −V²/Δ for the pair energy with coupling V. The same Δ enters the exact and the dipole energy and does not depend on R. Subtracting the two energies gives

ΔR⁸[E(V) − E(V_dip)] = −R⁸(V² − 4a²b²/R⁶) → −4a²b²(a² + b²).

For non-zero lengths, the dipole-approximated energy is therefore not negative enough at large R. The Lean proof negates the earlier limit and rewrites both energies with `pairEnergy_eq`; `key` is the algebra that cancels Δ.

Local correlation programs can treat distant orbital pairs in a similar way, replacing two-electron integrals by dipole–dipole terms before dividing their squares by orbital-energy gaps. The limit gives the leading error of that replacement for one configuration in which both pairs are excited, with collinear point charges and a fixed gap; it does not cover sums over many excitations, other orientations, exchange or extended charge densities.

```lean
/-- For a positive gap `Δ`, the error (exact minus dipole value) of the dipole-approximated pair
energy, multiplied by `Δ R ^ 8`, tends to `-4 a² b² (a² + b²)`. -/
theorem tendsto_pairEnergy_error {Δ : ℝ} (hΔ : 0 < Δ) (a b : ℝ) :
    Tendsto (fun R : ℝ => Δ * (R ^ 8 *
        (pairEnergy Δ (interaction a b R) - pairEnergy Δ (dipoleInteraction a b R))))
      atTop (𝓝 (-(4 * a ^ 2 * b ^ 2 * (a ^ 2 + b ^ 2)))) := by
  have key : ∀ r v w : ℝ, -(r * (v - w)) = Δ * (r * (-v / Δ - -w / Δ)) := by
    intro r v w
    linear_combination (r * (v - w)) * mul_inv_cancel₀ hΔ.ne'
  refine (tendsto_dipole_error a b).neg.congr (fun R => ?_)
  have hd : dipoleInteraction a b R ^ 2 = 4 * a ^ 2 * b ^ 2 / R ^ 6 := by
    unfold dipoleInteraction
    rw [div_pow]
    congr 1 <;> ring
  rw [pairEnergy_eq hΔ, pairEnergy_eq hΔ, hd]
  exact key _ _ _

end

end CollinearPairDispersion
```

```lean
#print axioms CollinearPairDispersion.tendsto_dipole_error
-- 'CollinearPairDispersion.tendsto_dipole_error' depends on axioms: [propext, Classical.choice, Quot.sound]
#print axioms CollinearPairDispersion.dipole_underestimates
-- 'CollinearPairDispersion.dipole_underestimates' depends on axioms: [propext, Classical.choice, Quot.sound]
#print axioms CollinearPairDispersion.tendsto_pairEnergy_error
-- 'CollinearPairDispersion.tendsto_pairEnergy_error' depends on axioms: [propext, Classical.choice, Quot.sound]
```
